# For an energy gap linear in harmonic modes, the quantum variance exceeds the classical Marcus value by less than a constant over T

In the classical Marcus picture, an electron transfers between a donor and an acceptor when nuclear motion brings the two electronic states to the same energy. The gap between these energies fluctuates, and in the Gaussian approximation to the golden-rule rate its mean and variance set the probability density of a zero gap, to which the rate is proportional. For a gap linear in harmonic modes, classical nuclei with total reorganization energy λ at temperature T give the variance 2λk_BT, written 2λT below in units with k_B = 1. Molecular vibrations, however, often have quanta that are not small compared with the thermal energy. How far is the classical value then from the quantum one?

## The gap as a sum of oscillator coordinates

Take finitely many independent harmonic modes, numbered by j, with reorganization energies λ_j and angular frequencies w_j (usually written ω_j). Units are ħ = k_B = 1, so w_j and T are both energies. The deviation of the gap from its mean is linear in the modes:

X = Σ_j √(λ_j w_j) (a_j + a_j†)

Here a_j and a_j† are the ladder operators of mode j. In level n = 0, 1, 2, … of one mode the mean of a + a† is zero, and the mean of its square is 2n + 1. The level therefore has gap variance λw(2n + 1), and its Boltzmann weight is exp(−nw/T), with energies counted from the ground level.

```lean
import Mathlib

open Filter Topology

namespace MarcusQuantumGapVariance

noncomputable section

/-- Boltzmann weight of level `n` of a mode of frequency `w` at temperature `T ≠ 0`, with
energies measured from the ground level and `ħ = k_B = 1`. -/
def boltzmann (w T : ℝ) (n : ℕ) : ℝ := Real.exp (-(n * w / T))

/-- Variance of the gap coordinate `√(l w) (a + a†)` in level `n` of a mode with
reorganization energy `l` and frequency `w`. -/
def levelVariance (l w : ℝ) (n : ℕ) : ℝ := l * w * (2 * n + 1)
```

Since the mean vanishes in every level, the thermal variance σ_j² of mode j is the Boltzmann average of its level variances. It is a ratio of two sums over all n, written `∑'` in Lean.

```lean
/-- Thermal gap variance of one mode: the Boltzmann average of the level variances,
for `w > 0` and `T > 0`. -/
def modeVariance (l w T : ℝ) : ℝ :=
  (∑' n : ℕ, levelVariance l w n * boltzmann w T n) / ∑' n : ℕ, boltzmann w T n
```

Variances of independent modes add, so the total is σ² = Σ_j σ_j². In the code `lam j` is λ_j, a single mode's reorganization energy is `l`, and the modes are labelled by a finite type `ι`.

```lean
/-- Quantum variance of the energy gap for independent modes with reorganization energies
`lam j` and frequencies `w j > 0` at temperature `T > 0`. -/
def gapVariance {ι : Type*} [Fintype ι] (lam w : ι → ℝ) (T : ℝ) : ℝ :=
  ∑ j, modeVariance (lam j) (w j) T
```

The ladder-operator result and the addition of variances enter through these definitions. The step to a real donor–acceptor pair is the assumption that its gap is linear in independent harmonic modes whose frequencies do not change on transfer.

## (a) Thermal average over the levels

Sum the series for one mode with w, T > 0 and show that

σ_j² = λ_j w_j coth(w_j/(2T))

**Solution.** Drop the index and put q = exp(−w/T), so that 0 < q < 1. The two series needed are

Σ_n qⁿ = 1/(1 − q)
Σ_n n qⁿ = q/(1 − q)²

The average of 2n + 1 is then

2q/(1 − q) + 1 = (1 + q)/(1 − q)

Multiplying numerator and denominator by exp(w/(2T)) turns this into coth(w/(2T)), and the factor λw completes the result.

Lean writes coth as `Real.cosh` over `Real.sinh` and allows any real `l`. The facts `hZ` and `hN` supply the two series with their convergence, and `hc` is the conversion to hyperbolic functions.

```lean
/-- For `w, T > 0` the Boltzmann average over all levels of a mode gives the gap variance
`l w coth (w / 2T)`. -/
theorem modeVariance_eq_coth (l : ℝ) {w T : ℝ} (hw : 0 < w) (hT : 0 < T) :
    modeVariance l w T
      = l * w * (Real.cosh (w / (2 * T)) / Real.sinh (w / (2 * T))) := by
  obtain ⟨q, hq⟩ : ∃ q, q = Real.exp (-(w / T)) := ⟨_, rfl⟩
  have hq0 : 0 < q := hq ▸ Real.exp_pos _
  have hq1 : q < 1 := by
    rw [hq, Real.exp_lt_one_iff]
    exact neg_lt_zero.2 (div_pos hw hT)
  have hd : 1 - q ≠ 0 := (sub_pos.2 hq1).ne'
  have hb : ∀ n : ℕ, boltzmann w T n = q ^ n := by
    intro n
    rw [hq, ← Real.exp_nat_mul, boltzmann]
    congr 1
    ring
  -- the partition function is a geometric series; the weighted sum also needs `∑ n qⁿ`
  have hZ := hasSum_geometric_of_lt_one hq0.le hq1
  have hqn : ‖q‖ < 1 := by rwa [Real.norm_of_nonneg hq0.le]
  have hN := (((hasSum_coe_mul_geometric_of_norm_lt_one hqn).mul_left 2).add hZ).mul_left (l * w)
  have hf : (fun n : ℕ => levelVariance l w n * boltzmann w T n)
      = fun n : ℕ => l * w * (2 * ((n : ℝ) * q ^ n) + q ^ n) := by
    funext n
    rw [hb, levelVariance]
    ring
  have hg : (fun n : ℕ => boltzmann w T n) = fun n : ℕ => q ^ n := funext hb
  -- the hyperbolic cotangent in terms of the Boltzmann factor
  have hs : Real.sinh (w / (2 * T)) ≠ 0 := (Real.sinh_pos_iff.2 (by positivity)).ne'
  have he : q * Real.exp (w / (2 * T)) = Real.exp (-(w / (2 * T))) := by
    rw [hq, ← Real.exp_add]
    congr 1
    ring
  have hc : Real.cosh (w / (2 * T)) / Real.sinh (w / (2 * T)) = (1 + q) / (1 - q) := by
    rw [div_eq_div_iff hs hd, Real.cosh_eq, Real.sinh_eq]
    linear_combination (-1) * he
  rw [modeVariance, hf, hg, hN.tsum_eq, hZ.tsum_eq, hc]
  field_simp
  ring
```

## (b) Positivity from the slope

Let f be differentiable with f(0) = 0 and f′(y) > 0 for all y > 0. Show that, for every x > 0,

f(x) > 0

**Solution.** By the mean value theorem there is a c between 0 and x with

f(x) = f(x) − f(0) = x f′(c) > 0

In Lean, `f'` is a separate function, tied to `f` by the hypothesis `hf`. The proof obtains strict monotonicity on [0, ∞), the set `Set.Ici 0`, and compares the values at 0 and x.

```lean
/-- A differentiable function on the real line that vanishes at zero and has positive slope at all
positive arguments is positive there. -/
theorem pos_of_slope_pos {f f' : ℝ → ℝ} (h0 : f 0 = 0) (hf : ∀ x, HasDerivAt f (f' x) x)
    (hp : ∀ x, 0 < x → 0 < f' x) {x : ℝ} (hx : 0 < x) : 0 < f x := by
  have hm : StrictMonoOn f (Set.Ici 0) :=
    strictMonoOn_of_deriv_pos (convex_Ici 0)
      (fun y _ => (hf y).continuousAt.continuousWithinAt)
      (fun y hy => by
        rw [interior_Ici] at hy
        rw [(hf y).deriv]
        exact hp y hy)
  have h := hm (Set.mem_Ici.2 le_rfl) (Set.mem_Ici.2 hx.le) hx
  linarith
```

## (c) Two bounds on x coth x

Show that for x > 0

(15 + 6x²)/(15 + x²) < x coth x < 1 + x²/3

**Solution.** Define three functions that vanish at 0:

A(x) = x cosh x − sinh x
B(x) = (3 + x²) sinh x − 3x cosh x
C(x) = (15 + x²) x cosh x − (15 + 6x²) sinh x

Their derivatives are

A′ = cosh x + x sinh x − cosh x = x sinh x
B′ = 2x sinh x + (3 + x²) cosh x − 3 cosh x − 3x sinh x = x A(x)
C′ = (15 + 3x²) cosh x + (15x + x³) sinh x − 12x sinh x − (15 + 6x²) cosh x = x B(x)

Since x sinh x > 0 for x > 0, part (b) gives A > 0, then B > 0, then C > 0. Dividing B > 0 by 3 sinh x yields the upper bound. Dividing C > 0 by (15 + x²) sinh x yields the lower one.

The facts `g0`, `g1` and `g2` are the positivity of A, B and C. In each, `ring` confirms that the derivative from the product rule has the form stated above. The last lines carry out the two divisions.

```lean
/-- For `x > 0`, the function `x coth x` lies strictly between `(15 + 6x²)/(15 + x²)` and
`1 + x²/3`. -/
theorem coth_bounds {x : ℝ} (hx : 0 < x) :
    (15 + 6 * x ^ 2) / (15 + x ^ 2) < x * Real.cosh x / Real.sinh x ∧
      x * Real.cosh x / Real.sinh x < 1 + x ^ 2 / 3 := by
  have hsq (y : ℝ) := (hasDerivAt_id' y).fun_mul (hasDerivAt_id' y)
  have hxc (y : ℝ) := (hasDerivAt_id' y).fun_mul (Real.hasDerivAt_cosh y)
  -- the first function has slope `y * sinh y`, each later one `y` times the preceding function
  have g0 : ∀ y : ℝ, 0 < y → 0 < y * Real.cosh y - Real.sinh y := fun y hy =>
    pos_of_slope_pos (f := fun y => y * Real.cosh y - Real.sinh y)
      (f' := fun y => y * Real.sinh y) (by simp)
      (fun y => ((hxc y).fun_sub (Real.hasDerivAt_sinh y)).congr_deriv (by ring))
      (fun y hy => mul_pos hy (Real.sinh_pos_iff.2 hy)) hy
  have g1 : ∀ y : ℝ, 0 < y → 0 < (3 + y * y) * Real.sinh y - 3 * (y * Real.cosh y) :=
    fun y hy => pos_of_slope_pos
      (f := fun y => (3 + y * y) * Real.sinh y - 3 * (y * Real.cosh y))
      (f' := fun y => y * (y * Real.cosh y - Real.sinh y)) (by simp)
      (fun y => ((((hsq y).const_add 3).fun_mul (Real.hasDerivAt_sinh y)).fun_sub
        ((hxc y).const_mul 3)).congr_deriv (by ring))
      (fun y hy => mul_pos hy (g0 y hy)) hy
  have g2 : 0 < (15 + x * x) * (x * Real.cosh x) - (15 + 6 * (x * x)) * Real.sinh x :=
    pos_of_slope_pos
      (f := fun y => (15 + y * y) * (y * Real.cosh y) - (15 + 6 * (y * y)) * Real.sinh y)
      (f' := fun y => y * ((3 + y * y) * Real.sinh y - 3 * (y * Real.cosh y))) (by simp)
      (fun y => ((((hsq y).const_add 15).fun_mul (hxc y)).fun_sub
        ((((hsq y).const_mul 6).const_add 15).fun_mul
          (Real.hasDerivAt_sinh y))).congr_deriv (by ring))
      (fun y hy => mul_pos hy (g1 y hy)) hx
  have hs : 0 < Real.sinh x := Real.sinh_pos_iff.2 hx
  constructor
  · rw [div_lt_iff₀ (by positivity), div_mul_eq_mul_div, lt_div_iff₀ hs]
    nlinarith [g2]
  · rw [div_lt_iff₀ hs]
    nlinarith [g1 x hx]
```

## (d) The excess of a single mode

For λ_j, w_j, T > 0, show that

10λ_j T w_j²/(60T² + w_j²) < σ_j² − 2λ_j T < λ_j w_j²/(6T)

**Solution.** Drop the index again and set x = w/(2T). Then λw = 2λT x, and part (a) gives

σ² − 2λT = 2λT (x coth x − 1)

By part (c) the bracket is less than x²/3, and

2λT · x²/3 = λw²/(6T)

The bracket is also greater than (15 + 6x²)/(15 + x²) − 1 = 5x²/(15 + x²), and

2λT · 5x²/(15 + x²) = 10λT w²/(60T² + w²)

The Lean proof replaces `w` by `2 * T * x`. The identities `e1`, `e2` and `e3` rewrite the excess, the upper bound and the lower bound as 2λT times a function of x.

```lean
/-- For one mode with `l, w, T > 0`, the excess of the quantum gap variance over the classical
`2 l T` lies strictly between `10 l T w²/(60 T² + w²)` and `l w²/(6T)`. -/
theorem mode_excess_bounds {l w T : ℝ} (hl : 0 < l) (hw : 0 < w) (hT : 0 < T) :
    10 * l * T * w ^ 2 / (60 * T ^ 2 + w ^ 2) < modeVariance l w T - 2 * l * T ∧
      modeVariance l w T - 2 * l * T < l * w ^ 2 / (6 * T) := by
  have hT2 : 2 * T ≠ 0 := by positivity
  -- measure the frequency in units of twice the temperature
  obtain ⟨x, hx, rfl⟩ : ∃ x, 0 < x ∧ w = 2 * T * x :=
    ⟨w / (2 * T), by positivity, (mul_div_cancel₀ w hT2).symm⟩
  obtain ⟨h1, h2⟩ := coth_bounds hx
  have e1 : modeVariance l (2 * T * x) T - 2 * l * T
      = 2 * l * T * (x * Real.cosh x / Real.sinh x - 1) := by
    rw [modeVariance_eq_coth l hw hT, mul_div_cancel_left₀ x hT2]
    ring
  have e2 : l * (2 * T * x) ^ 2 / (6 * T) = 2 * l * T * (x ^ 2 / 3) := by
    rw [div_eq_iff (by positivity)]
    ring
  have e3 : 10 * l * T * (2 * T * x) ^ 2 / (60 * T ^ 2 + (2 * T * x) ^ 2)
      = 2 * l * T * ((15 + 6 * x ^ 2) / (15 + x ^ 2) - 1) := by
    have hr : (15 + 6 * x ^ 2) / (15 + x ^ 2) * (15 + x ^ 2) = 15 + 6 * x ^ 2 :=
      div_mul_cancel₀ _ (by positivity)
    rw [div_eq_iff (by positivity)]
    linear_combination (-(8 * l * T ^ 3)) * hr
  rw [e1, e2, e3]
  exact ⟨mul_lt_mul_of_pos_left (by linarith) (by positivity),
    mul_lt_mul_of_pos_left (by linarith) (by positivity)⟩
```

## (e) Excesses add

With λ = Σ_j λ_j, show that

σ² − 2λT = Σ_j (σ_j² − 2λ_j T)

**Solution.** Insert σ² = Σ_j σ_j² and 2λT = Σ_j 2λ_j T, then collect the terms mode by mode. This is algebra of finite sums and needs no sign conditions.

```lean
variable {ι : Type*} [Fintype ι] {lam w : ι → ℝ}

/-- The excess of the gap variance over the classical value is the sum of the excesses of
the modes. -/
theorem excess_eq_sum (lam w : ι → ℝ) (T : ℝ) :
    gapVariance lam w T - 2 * (∑ j, lam j) * T
      = ∑ j, (modeVariance (lam j) (w j) T - 2 * lam j * T) := by
  rw [Finset.sum_sub_distrib, ← Finset.sum_mul, ← Finset.mul_sum, gapVariance]
```

## (f) The excess of the whole gap

For at least one mode, with all λ_j, w_j > 0 and T > 0, show that

0 < σ² − 2λT < Σ_j λ_j w_j²/(6T)

**Solution.** By part (e) the excess is a sum over modes. The lower bound in part (d) is positive, so every term is positive. Every term is also below λ_j w_j²/(6T). Adding strict inequalities over a nonempty set keeps them strict.

With the constants restored, the bound is Σ_j λ_j (ħw_j)²/(6k_B T). For a gap linear in finitely many independent harmonic modes, it limits the part of the variance that a classical treatment of the nuclei misses. The bound is close at high temperature only: as T → 0 it diverges, while by part (a) the excess itself tends to Σ_j λ_j ħw_j.

The condition of at least one mode is `[Nonempty ι]`. With no modes all sums are zero, and both inequalities would read 0 < 0. A single mode with λ_1 = 0 gives the same failure, so λ_j ≥ 0 for all j is not enough.

The two halves of the Lean proof use `Finset.sum_pos` and `Finset.sum_lt_sum_of_nonempty` for the two additions.

```lean
/-- For at least one mode, with all `lam j, w j > 0` and `T > 0`, the quantum gap variance
exceeds the classical `2 λ T`, `λ = ∑ lam j`, by a positive amount below
`∑ lam j (w j)²/(6T)`. -/
theorem quantum_excess_bounds [Nonempty ι] (hl : ∀ j, 0 < lam j) (hw : ∀ j, 0 < w j)
    {T : ℝ} (hT : 0 < T) :
    0 < gapVariance lam w T - 2 * (∑ j, lam j) * T ∧
      gapVariance lam w T - 2 * (∑ j, lam j) * T < ∑ j, lam j * w j ^ 2 / (6 * T) := by
  rw [excess_eq_sum]
  constructor
  · refine Finset.sum_pos (fun j _ => ?_) Finset.univ_nonempty
    have h1 := hl j
    have h2 := hw j
    exact lt_trans (by positivity) (mode_excess_bounds h1 h2 hT).1
  · exact Finset.sum_lt_sum_of_nonempty Finset.univ_nonempty
      (fun j _ => (mode_excess_bounds (hl j) (hw j) hT).2)
```

## (g) Comparison with zero-point motion

With every mode in its ground level the gap variance is Σ_j λ_j w_j. Under the conditions of part (f), show that the thermal variance is larger:

σ² > Σ_j λ_j w_j

**Solution.** For x > 0, cosh x − sinh x = exp(−x) > 0, so coth x > 1. By part (a) each mode has σ_j² > λ_j w_j, and summing gives the claim.

Lean takes the same route, with `Real.sinh_lt_cosh` as the comparison of the two hyperbolic functions.

```lean
/-- For at least one mode, with all `lam j, w j > 0` and `T > 0`, the gap variance exceeds
the zero-point value `∑ lam j w j`. -/
theorem zero_point_lt_gapVariance [Nonempty ι] (hl : ∀ j, 0 < lam j) (hw : ∀ j, 0 < w j)
    {T : ℝ} (hT : 0 < T) : ∑ j, lam j * w j < gapVariance lam w T := by
  refine Finset.sum_lt_sum_of_nonempty Finset.univ_nonempty (fun j _ => ?_)
  have h2 := hw j
  rw [modeVariance_eq_coth _ h2 hT]
  have hs : 0 < Real.sinh (w j / (2 * T)) := Real.sinh_pos_iff.2 (by positivity)
  exact lt_mul_of_one_lt_right (mul_pos (hl j) h2) ((one_lt_div hs).2 (Real.sinh_lt_cosh _))
```

## (h) The excess at high temperature

For λ_j, w_j > 0, show that as T → ∞

T (σ² − 2λT) → Σ_j λ_j w_j²/6

**Solution.** Multiply the bounds of part (d) by T. The upper one becomes the constant λ_j w_j²/6. The lower one becomes

10λ_j T² w_j²/(60T² + w_j²) = λ_j w_j²/6 − (λ_j w_j⁴/6)/(60T² + w_j²)

Its last term tends to zero, so each mode's contribution is squeezed to λ_j w_j²/6. A finite sum of limits is the limit of the sum.

It follows that, with at least one mode, the factor 1/6 in part (f) cannot be replaced by a smaller constant: the bound would then fail at large T.

In the Lean statement `atTop` stands for T → ∞ and `𝓝` for the neighbourhoods of the limit. The fact `hlow` is the limit of the lower bound, and the two final blocks, valid for T > 0, supply the inequalities for the squeeze. No mode is required here, since with none both sides are zero.

```lean
/-- For `lam j, w j > 0`, the temperature times the quantum excess tends to
`∑ lam j (w j)²/6` as the temperature grows without bound. -/
theorem high_temperature_limit (hl : ∀ j, 0 < lam j) (hw : ∀ j, 0 < w j) :
    Tendsto (fun T : ℝ => T * (gapVariance lam w T - 2 * (∑ j, lam j) * T)) atTop
      (𝓝 (∑ j, lam j * w j ^ 2 / 6)) := by
  simp_rw [excess_eq_sum, Finset.mul_sum]
  refine tendsto_finsetSum _ (fun j _ => ?_)
  have h1 := hl j
  have h2 := hw j
  have hden : Tendsto (fun T : ℝ => 60 * T ^ 2 + w j ^ 2) atTop atTop :=
    tendsto_atTop_add_const_right _ _
      ((tendsto_pow_atTop two_ne_zero).const_mul_atTop (by norm_num))
  have hlow : Tendsto (fun T : ℝ => lam j * w j ^ 2 / 6
      - lam j * w j ^ 4 / 6 / (60 * T ^ 2 + w j ^ 2)) atTop (𝓝 (lam j * w j ^ 2 / 6)) := by
    simpa using (tendsto_const_nhds (x := lam j * w j ^ 2 / 6)).sub
      (hden.const_div_atTop (lam j * w j ^ 4 / 6))
  -- squeeze between the two bounds for a single mode
  refine tendsto_of_tendsto_of_tendsto_of_le_of_le' hlow tendsto_const_nhds ?_ ?_
  · filter_upwards [eventually_gt_atTop 0] with T hT
    have e : lam j * w j ^ 2 / 6 - lam j * w j ^ 4 / 6 / (60 * T ^ 2 + w j ^ 2)
        = T * (10 * lam j * T * w j ^ 2 / (60 * T ^ 2 + w j ^ 2)) := by
      field_simp
      ring
    rw [e]
    exact (mul_lt_mul_of_pos_left (mode_excess_bounds h1 h2 hT).1 hT).le
  · filter_upwards [eventually_gt_atTop 0] with T hT
    have e : T * (lam j * w j ^ 2 / (6 * T)) = lam j * w j ^ 2 / 6 := by
      field_simp
    rw [← e]
    exact (mul_lt_mul_of_pos_left (mode_excess_bounds h1 h2 hT).2 hT).le

end

end MarcusQuantumGapVariance
```

```lean
#print axioms MarcusQuantumGapVariance.quantum_excess_bounds
#print axioms MarcusQuantumGapVariance.zero_point_lt_gapVariance
#print axioms MarcusQuantumGapVariance.high_temperature_limit
```

```
'MarcusQuantumGapVariance.quantum_excess_bounds' depends on axioms: [propext, Classical.choice, Quot.sound]
'MarcusQuantumGapVariance.zero_point_lt_gapVariance' depends on axioms: [propext, Classical.choice, Quot.sound]
'MarcusQuantumGapVariance.high_temperature_limit' depends on axioms: [propext, Classical.choice, Quot.sound]
```
